# Closely spaced exponents make concentric s Gaussians nearly linearly dependent

The orbitals are taken as actual functions on three-dimensional Euclidean space and their overlaps as integrals, so the overlap formula has to be derived. Closely spaced means here that the ratios of the exponents are near 1, not that their differences are small. For an exponent $\alpha>0$ the orbital is

$$\varphi_\alpha(r)=(2\alpha/\pi)^{3/4}e^{-\alpha|r|^2},$$

written `sGaussian α`. For exponents $\alpha_i$, with $i=0,\dots,n-1$ (the type `Fin n`), `overlapMatrix α` is the matrix $S_{ij}=\int\varphi_{\alpha_i}\varphi_{\alpha_j}$.

```lean
import Mathlib

open Real MeasureTheory Matrix
open scoped ContDiff

namespace DenseGaussianExponents

noncomputable section

/-- The normalised s-type Gaussian with exponent `α > 0`, centred at the origin of
three-dimensional space. -/
def sGaussian (α : ℝ) (r : EuclideanSpace ℝ (Fin 3)) : ℝ :=
  (2 * α / π) ^ (3 / 4 : ℝ) * Real.exp (-α * ‖r‖ ^ 2)

/-- The overlap matrix of concentric s Gaussians with positive exponents `α i`. -/
def overlapMatrix {n : ℕ} (α : Fin n → ℝ) : Matrix (Fin n) (Fin n) ℝ :=
  Matrix.of fun i j => ∫ r, sGaussian (α i) r * sGaussian (α j) r
```

### (a) Symmetry

Show that $S_{ij}=S_{ji}$.

The two factors in the integrand commute. Since $S$ is real, it is Hermitian, and Lean can speak of its real `eigenvalues`.

```lean
/-- The overlap matrix is Hermitian. -/
theorem overlapMatrix_isHermitian {n : ℕ} (α : Fin n → ℝ) :
    (overlapMatrix α).IsHermitian := by
  ext i j
  simp [overlapMatrix, mul_comm]
```

### (b) The overlap integral

For $a>0$ and real $s,t$, show that
$$\int\varphi_{ae^s}\varphi_{ae^t}=\cosh\!\big(\tfrac{s-t}{2}\big)^{-3/2}.$$

Write $\alpha=ae^s$, $\beta=ae^t$. The exponentials multiply to $e^{-(\alpha+\beta)|r|^2}$, whose integral is $(\pi/(\alpha+\beta))^{3/2}$. The prefactors multiply to $(2\sqrt{\alpha\beta}/\pi)^{3/2}$ (`hsq`), so the overlap is $(2\sqrt{\alpha\beta}/(\alpha+\beta))^{3/2}$. Now $\sqrt{\alpha\beta}=ae^{(s+t)/2}$ and $\alpha+\beta=2ae^{(s+t)/2}\cosh\frac{s-t}{2}$ (`hsum`). Setting $s=t$ confirms the normalisation.

```lean
/-- For `a > 0`, the Gaussians with exponents `a exp s` and `a exp t` have overlap
`cosh((s - t)/2)^(-3/2)`. -/
theorem overlap_eq_cosh {a : ℝ} (ha : 0 < a) (s t : ℝ) :
    ∫ r, sGaussian (a * Real.exp s) r * sGaussian (a * Real.exp t) r
      = Real.cosh ((s - t) / 2) ^ (-(3 / 2) : ℝ) := by
  have hb : 0 < a * Real.exp s + a * Real.exp t := by positivity
  have hc : 0 < Real.cosh ((s - t) / 2) := Real.cosh_pos _
  have G : ∫ r : EuclideanSpace ℝ (Fin 3),
      Real.exp (-(a * Real.exp s + a * Real.exp t) * ‖r‖ ^ 2)
        = (π / (a * Real.exp s + a * Real.exp t)) ^ (3 / 2 : ℝ) := by
    rw [GaussianFourier.integral_rexp_neg_mul_sq_norm hb, finrank_euclideanSpace_fin]
    norm_num
  -- the product of two Gaussians is a Gaussian
  have hprod : ∀ r, sGaussian (a * Real.exp s) r * sGaussian (a * Real.exp t) r
      = ((2 * (a * Real.exp s) / π) ^ (3 / 4 : ℝ) * (2 * (a * Real.exp t) / π) ^ (3 / 4 : ℝ))
        * Real.exp (-(a * Real.exp s + a * Real.exp t) * ‖r‖ ^ 2) := by
    intro r
    have e : Real.exp (-(a * Real.exp s + a * Real.exp t) * ‖r‖ ^ 2)
        = Real.exp (-(a * Real.exp s) * ‖r‖ ^ 2) * Real.exp (-(a * Real.exp t) * ‖r‖ ^ 2) := by
      rw [← Real.exp_add]
      congr 1
      ring
    rw [e, sGaussian, sGaussian]
    ring
  -- the geometric mean of the exponents appears in the prefactor
  have hsq : 2 * (a * Real.exp s) / π * (2 * (a * Real.exp t) / π)
      = (2 * (a * Real.exp ((s + t) / 2)) / π) ^ (2 : ℝ) := by
    have e : Real.exp s * Real.exp t = Real.exp ((s + t) / 2) ^ 2 := by
      rw [sq, ← Real.exp_add, ← Real.exp_add]
      congr 1
      ring
    rw [Real.rpow_two]
    linear_combination (4 * a ^ 2 / π ^ 2) * e
  have hsum : a * Real.exp s + a * Real.exp t
      = 2 * (a * Real.exp ((s + t) / 2)) * Real.cosh ((s - t) / 2) := by
    have e1 : Real.exp s = Real.exp ((s + t) / 2) * Real.exp ((s - t) / 2) := by
      rw [← Real.exp_add]
      congr 1
      ring
    have e2 : Real.exp t = Real.exp ((s + t) / 2) * Real.exp (-((s - t) / 2)) := by
      rw [← Real.exp_add]
      congr 1
      ring
    rw [Real.cosh_eq]
    linear_combination a * e1 + a * e2
  have hquot : 2 * (a * Real.exp ((s + t) / 2)) / π * (π / (a * Real.exp s + a * Real.exp t))
      = (Real.cosh ((s - t) / 2))⁻¹ := by
    rw [hsum]
    field_simp
  simp_rw [hprod]
  rw [integral_const_mul, G, ← Real.mul_rpow (by positivity) (by positivity), hsq,
    ← Real.rpow_mul (by positivity), show (2 : ℝ) * (3 / 4) = 3 / 2 by norm_num,
    ← Real.mul_rpow (by positivity) (by positivity), hquot, Real.inv_rpow hc.le,
    Real.rpow_neg hc.le]
```

### (c) The norm of a combination

For real coefficients $c_i$ and exponents $\alpha_i=ae^{s_i}$, show that
$$\int\Big(\sum_i c_i\varphi_{\alpha_i}\Big)^2=c\cdot Sc.$$

Expand the square and integrate term by term. This needs integrable products (`hint`): Lean assigns the integral 0 to a non-integrable function, whereas (b) gives a positive value.

```lean
/-- The squared norm of a combination of the Gaussians with exponents `a exp (s i)`, `a > 0`,
is the quadratic form of their overlap matrix. -/
theorem normSq_combination {n : ℕ} {a : ℝ} (ha : 0 < a) (s c : Fin n → ℝ) :
    ∫ r, (∑ i, c i * sGaussian (a * Real.exp (s i)) r) ^ 2
      = c ⬝ᵥ overlapMatrix (fun i => a * Real.exp (s i)) *ᵥ c := by
  have hint : ∀ i j, Integrable (fun r => c i * c j *
      (sGaussian (a * Real.exp (s i)) r * sGaussian (a * Real.exp (s j)) r)) := by
    intro i j
    refine Integrable.const_mul ?_ _
    by_contra hi
    have h0 := integral_undef hi
    rw [overlap_eq_cosh ha] at h0
    exact (Real.rpow_pos_of_pos (Real.cosh_pos _) _).ne' h0
  have hpt : ∀ r, (∑ i, c i * sGaussian (a * Real.exp (s i)) r) ^ 2 = ∑ i, ∑ j, c i * c j *
      (sGaussian (a * Real.exp (s i)) r * sGaussian (a * Real.exp (s j)) r) := by
    intro r
    rw [sq, Finset.sum_mul_sum]
    refine Finset.sum_congr rfl fun i _ => Finset.sum_congr rfl fun j _ => ?_
    ring
  simp_rw [hpt]
  rw [MeasureTheory.integral_finsetSum _ fun i _ => MeasureTheory.integrable_finsetSum _ fun j _ => hint i j]
  simp only [dotProduct, Matrix.mulVec, Finset.mul_sum]
  refine Finset.sum_congr rfl fun i _ => ?_
  rw [MeasureTheory.integral_finsetSum _ fun j _ => hint i j]
  refine Finset.sum_congr rfl fun j _ => ?_
  rw [integral_const_mul, overlapMatrix, Matrix.of_apply]
  ring
```

### (d) A Taylor bound

For smooth $g$, real $T$ and a natural number $N$, find $p_k$ and $K\ge0$ with
$$\Big|g(t)-\sum_{k<N}p_kt^k\Big|\le K|t|^N\quad\text{for } |t|\le T.$$

Use induction on $N$. For $N=0$, a continuous function is bounded on $[-T,T]$. For the step, take $p_k$ and $K$ for $g'$ and set $R(s)=g(s)-\sum_{k<N}p_ks^{k+1}/(k+1)$. For $|s|\le|t|$ we have $|R'(s)|\le K|t|^N$, so the mean value inequality gives $|R(t)-g(0)|\le K|t|^{N+1}$ (`key`).

```lean
/-- On a bounded interval a smooth function differs from some polynomial of degree below `N`
by at most a constant times `|t|^N`. -/
theorem taylor_bound (T : ℝ) (N : ℕ) : ∀ g : ℝ → ℝ, ContDiff ℝ ∞ g →
    ∃ (p : ℕ → ℝ) (K : ℝ), 0 ≤ K ∧
      ∀ t, |t| ≤ T → |g t - ∑ k ∈ Finset.range N, p k * t ^ k| ≤ K * |t| ^ N := by
  induction N with
  | zero =>
    intro g hg
    obtain ⟨K, hK⟩ := (isCompact_Icc (a := -T) (b := T)).exists_bound_of_continuousOn
      hg.continuous.continuousOn
    refine ⟨0, |K|, abs_nonneg K, fun t ht => ?_⟩
    have h := (hK t (abs_le.1 ht)).trans (le_abs_self K)
    simpa using h
  | succ N ih =>
    intro g hg
    rw [contDiff_infty_iff_deriv] at hg
    obtain ⟨p, K, hK, hp⟩ := ih (deriv g) hg.2
    -- integrate the polynomial that approximates the derivative
    have hd : ∀ s, HasDerivAt
        (fun s => g s - ∑ k ∈ Finset.range N, p k / ((k : ℝ) + 1) * s ^ (k + 1))
        (deriv g s - ∑ k ∈ Finset.range N, p k * s ^ k) s := by
      intro s
      refine (hg.1 s).hasDerivAt.fun_sub (HasDerivAt.fun_sum fun k _ => ?_)
      refine ((hasDerivAt_pow (k + 1) s).const_mul (p k / ((k : ℝ) + 1))).congr_deriv ?_
      have hk : (k : ℝ) + 1 ≠ 0 := by positivity
      rw [Nat.add_sub_cancel]
      push_cast
      field_simp
    refine ⟨fun k => if k = 0 then g 0 else p (k - 1) / k, K, hK, fun t ht => ?_⟩
    have hb : ∀ s ∈ Set.Icc (-|t|) |t|,
        ‖deriv g s - ∑ k ∈ Finset.range N, p k * s ^ k‖ ≤ K * |t| ^ N := by
      intro s hs
      have hst : |s| ≤ |t| := abs_le.2 hs
      refine (hp s (hst.trans ht)).trans ?_
      gcongr
    have key := Convex.norm_image_sub_le_of_norm_hasDerivWithin_le
      (fun s _ => (hd s).hasDerivWithinAt) hb (convex_Icc _ _)
      (abs_le.1 (by simp : |(0 : ℝ)| ≤ |t|)) (abs_le.1 (le_refl |t|))
    have z : ∑ k ∈ Finset.range N, p k / ((k : ℝ) + 1) * (0 : ℝ) ^ (k + 1) = 0 := by simp
    simp only [z, sub_zero, Real.norm_eq_abs] at key
    have hq : ∑ k ∈ Finset.range (N + 1), (if k = 0 then g 0 else p (k - 1) / k) * t ^ k
        = ∑ k ∈ Finset.range N, p k / ((k : ℝ) + 1) * t ^ (k + 1) + g 0 := by
      rw [Finset.sum_range_succ']
      simp
    beta_reduce
    rw [hq, sub_add_eq_sub_sub, pow_succ, ← mul_assoc]
    exact key
```

### (e) Vanishing moments

Given $m+1$ real nodes $x_i$, find $c\ne0$ with
$$\sum_i c_ix_i^p=0\quad\text{for } p<m.$$

These are $m$ homogeneous equations in $m+1$ unknowns. Lean adds a zero row, so the square matrix has determinant zero and a nonzero kernel vector.

The condition $p=m$ cannot be added in general: for distinct nodes the Vandermonde determinant would then force $c=0$.

```lean
/-- Any `m + 1` real nodes admit nonzero coefficients whose moments of order below `m` vanish. -/
theorem exists_vanishing_moments (m : ℕ) (x : Fin (m + 1) → ℝ) :
    ∃ c : Fin (m + 1) → ℝ, c ≠ 0 ∧ ∀ p < m, ∑ i, c i * x i ^ p = 0 := by
  let M : Matrix (Fin (m + 1)) (Fin (m + 1)) ℝ :=
    Matrix.of fun p i => if (p : ℕ) < m then x i ^ (p : ℕ) else 0
  have hdet : M.det = 0 :=
    Matrix.det_eq_zero_of_row_eq_zero (Fin.last m) (fun j => by simp [M])
  obtain ⟨c, hc, h0⟩ := Matrix.exists_mulVec_eq_zero_iff.mpr hdet
  refine ⟨c, hc, fun p hp => ?_⟩
  have h := congrFun h0 ⟨p, by omega⟩
  simpa [M, Matrix.mulVec, dotProduct, hp, mul_comm] using h
```

### (f) Reordering a triple sum

Show that
$$\sum_i\sum_j\sum_{k<N}F_{ijk}=\sum_{k<N}\sum_i\sum_jF_{ijk}.$$

Exchange the $k$ sum with the $j$ sum, then with the $i$ sum.

```lean
private theorem sum_swap {n : ℕ} (N : ℕ) (F : Fin n → Fin n → ℕ → ℝ) :
    ∑ i, ∑ j, ∑ k ∈ Finset.range N, F i j k = ∑ k ∈ Finset.range N, ∑ i, ∑ j, F i j k :=
  calc _ = ∑ i, ∑ k ∈ Finset.range N, ∑ j, F i j k :=
        Finset.sum_congr rfl fun _ _ => Finset.sum_comm
    _ = _ := Finset.sum_comm
```

### (g) Cancellation in a smooth kernel

Let $g$ be smooth and let the moments of $c$ below order $m$ vanish. Find $C$ such that, for $0<h\le1$,
$$\sum_{i,j}c_ic_j\,g((x_i-x_j)h)\le Ch^{2m}.$$

By the binomial theorem,
$$\sum_{i,j}c_ic_j(x_i-x_j)^k=\sum_{l\le k}\binom kl(-1)^{k-l}\Big(\sum_ic_ix_i^l\Big)\Big(\sum_jc_jx_j^{k-l}\Big).$$
If $k<2m$, then $l<m$ or $k-l<m$, so every term vanishes (`hmom`). Apply (d) with $N=2m$ and $T=2\sum_i|x_i|$, which bounds all arguments because $h\le1$. The polynomial drops out (`hP`), and the remainder gives $C=\sum_{i,j}|c_ic_j|K|x_i-x_j|^{2m}$.

```lean
/-- If the moments of `c` of order below `m` vanish, the quadratic form of a smooth kernel
`g((x i - x j) h)` in `c` is at most a constant times `h^(2m)` for `0 < h ≤ 1`. -/
theorem kernel_form_bound {n m : ℕ} {g : ℝ → ℝ} (hg : ContDiff ℝ ∞ g) (x c : Fin n → ℝ)
    (hc : ∀ p < m, ∑ i, c i * x i ^ p = 0) :
    ∃ C : ℝ, ∀ h, 0 < h → h ≤ 1 →
      ∑ i, ∑ j, c i * c j * g ((x i - x j) * h) ≤ C * h ^ (2 * m) := by
  -- double moments of order below 2m vanish, by the binomial theorem
  have hmom : ∀ k < 2 * m, ∑ i, ∑ j, c i * c j * (x i - x j) ^ k = 0 := by
    intro k hk
    have e : ∀ i j, c i * c j * (x i - x j) ^ k = ∑ l ∈ Finset.range (k + 1),
        (c i * x i ^ l) * (c j * x j ^ (k - l)) * ((-1) ^ (k - l) * (k.choose l : ℝ)) := by
      intro i j
      rw [sub_eq_add_neg, add_pow, Finset.mul_sum]
      refine Finset.sum_congr rfl fun l _ => ?_
      rw [neg_pow (x j)]
      ring
    simp_rw [e]
    rw [sum_swap]
    refine Finset.sum_eq_zero fun l _ => ?_
    simp_rw [← Finset.sum_mul]
    rw [← Finset.sum_mul_sum]
    rcases (by omega : l < m ∨ k - l < m) with hl | hl
    · rw [hc l hl, zero_mul, zero_mul]
    · rw [hc (k - l) hl, mul_zero, zero_mul]
  obtain ⟨p, K, _, hT⟩ := taylor_bound (2 * ∑ i, |x i|) (2 * m) g hg
  refine ⟨∑ i, ∑ j, |c i * c j| * (K * |x i - x j| ^ (2 * m)), fun h h0 h1 => ?_⟩
  have hP : ∑ i, ∑ j, c i * c j * ∑ k ∈ Finset.range (2 * m), p k * ((x i - x j) * h) ^ k
      = 0 := by
    have e : ∀ i j, c i * c j * ∑ k ∈ Finset.range (2 * m), p k * ((x i - x j) * h) ^ k
        = ∑ k ∈ Finset.range (2 * m), (p k * h ^ k) * (c i * c j * (x i - x j) ^ k) := by
      intro i j
      rw [Finset.mul_sum]
      refine Finset.sum_congr rfl fun k _ => ?_
      rw [mul_pow]
      ring
    simp_rw [e]
    rw [sum_swap]
    refine Finset.sum_eq_zero fun k hk => ?_
    simp_rw [← Finset.mul_sum]
    rw [hmom k (Finset.mem_range.1 hk), mul_zero]
  -- only the Taylor remainder survives
  have hs : ∑ i, ∑ j, c i * c j * g ((x i - x j) * h) = ∑ i, ∑ j, c i * c j *
      (g ((x i - x j) * h) - ∑ k ∈ Finset.range (2 * m), p k * ((x i - x j) * h) ^ k) := by
    simp only [mul_sub, Finset.sum_sub_distrib, hP, sub_zero]
  rw [hs, Finset.sum_mul]
  refine Finset.sum_le_sum fun i _ => ?_
  rw [Finset.sum_mul]
  refine Finset.sum_le_sum fun j _ => ?_
  have hx : ∀ i, |x i| ≤ ∑ k, |x k| := fun i =>
    Finset.single_le_sum (f := fun k => |x k|) (fun k _ => abs_nonneg (x k)) (Finset.mem_univ i)
  have ht : |(x i - x j) * h| ≤ 2 * ∑ k, |x k| := by
    have hd : |x i - x j| ≤ |x i| + |x j| := by
      rw [abs_le]
      constructor <;> linarith [neg_abs_le (x i), le_abs_self (x i), neg_abs_le (x j),
        le_abs_self (x j)]
    rw [abs_mul, abs_of_pos h0]
    linarith [mul_le_of_le_one_right (abs_nonneg (x i - x j)) h1, hx i, hx j]
  refine (le_abs_self _).trans ?_
  rw [abs_mul]
  refine (mul_le_mul_of_nonneg_left (hT _ ht) (abs_nonneg _)).trans (le_of_eq ?_)
  rw [abs_mul (x i - x j), abs_of_pos h0, mul_pow]
  ring
```

### (h) The variational principle

For a real symmetric matrix $A$ with eigenvalues $\lambda_i$ and a vector $c\ne0$, show that some $i$ satisfies
$$\lambda_i\,(c\cdot c)\le c\cdot Ac.$$

With orthonormal eigenvectors $u_i$, $c\cdot c=\sum_i(u_i\cdot c)^2$ and $c\cdot Ac=\sum_i\lambda_i(u_i\cdot c)^2$. Hence
$$\sum_i\big(\lambda_i\,c\cdot c-c\cdot Ac\big)(u_i\cdot c)^2=0,$$
which is `Z`. If the claim failed, every bracket would be positive, so every $u_i\cdot c$ would vanish and $c=0$.

```lean
/-- Variational principle: for a nonzero trial vector `c`, some eigenvalue of a real Hermitian
matrix is at most the Rayleigh quotient of `c`. -/
theorem exists_eigenvalue_le {n : ℕ} {A : Matrix (Fin n) (Fin n) ℝ} (hA : A.IsHermitian)
    {c : Fin n → ℝ} (hc : c ≠ 0) :
    ∃ i, hA.eigenvalues i * (c ⬝ᵥ c) ≤ c ⬝ᵥ A *ᵥ c := by
  obtain ⟨u, hu⟩ : ∃ u : Fin n → Fin n → ℝ, ∀ i, u i = (hA.eigenvectorBasis i).ofLp :=
    ⟨_, fun _ => rfl⟩
  have hin : ∀ v w : EuclideanSpace ℝ (Fin n), inner ℝ v w = v.ofLp ⬝ᵥ w.ofLp := by
    intro v w
    simp [PiLp.inner_apply, dotProduct, mul_comm]
  have P : ∀ y : Fin n → ℝ, ∑ i, (c ⬝ᵥ u i) * (u i ⬝ᵥ y) = c ⬝ᵥ y := by
    intro y
    have h := hA.eigenvectorBasis.sum_inner_mul_inner (WithLp.toLp 2 c) (WithLp.toLp 2 y)
    simp only [hin, ← hu] at h
    exact h
  have hT : Aᵀ = A := by
    ext i j
    simpa using hA.apply i j
  have E : ∀ i, u i ⬝ᵥ A *ᵥ c = hA.eigenvalues i * (u i ⬝ᵥ c) := by
    intro i
    rw [Matrix.dotProduct_mulVec, ← Matrix.mulVec_transpose, hT, hu,
      hA.mulVec_eigenvectorBasis, smul_dotProduct, smul_eq_mul]
  by_contra! H
  -- otherwise a sum of nonnegative terms vanishes, and with it every component of c
  have Z : ∑ i, (hA.eigenvalues i * (c ⬝ᵥ c) - c ⬝ᵥ A *ᵥ c) * ((c ⬝ᵥ u i) * (u i ⬝ᵥ c))
      = 0 := by
    have e : ∀ i, (hA.eigenvalues i * (c ⬝ᵥ c) - c ⬝ᵥ A *ᵥ c) * ((c ⬝ᵥ u i) * (u i ⬝ᵥ c))
        = (c ⬝ᵥ c) * ((c ⬝ᵥ u i) * (u i ⬝ᵥ A *ᵥ c))
          - (c ⬝ᵥ A *ᵥ c) * ((c ⬝ᵥ u i) * (u i ⬝ᵥ c)) := by
      intro i
      rw [E i]
      ring
    rw [Finset.sum_congr rfl fun i _ => e i, Finset.sum_sub_distrib, ← Finset.mul_sum,
      ← Finset.mul_sum, P, P]
    ring
  rw [Finset.sum_eq_zero_iff_of_nonneg fun i _ => mul_nonneg (sub_nonneg.2 (H i).le)
    (by rw [dotProduct_comm (u i) c]; exact mul_self_nonneg _)] at Z
  have h0 := P c
  rw [Finset.sum_eq_zero fun i hi =>
    (mul_eq_zero.1 (Z i hi)).resolve_left (sub_pos.2 (H i)).ne'] at h0
  exact hc (dotProduct_self_eq_zero.1 h0.symm)
```

### (i) A combination of small norm

For $n\ge1$ and a fixed real pattern $x_j$, find $c\ne0$ and $C$, independent of $a$ and $h$, with
$$\int\Big(\sum_jc_j\varphi_{a\exp(x_jh)}\Big)^2\le Ch^{2n-2}\quad\text{for } a>0,\ 0<h\le1.$$

Take $m=n-1$ and $c$ from (e). By (b) and (c), the left side is the double sum in (g) with $g(t)=\cosh(t/2)^{-3/2}$, which is smooth because $\cosh>0$. The scale $a$ has disappeared.

```lean
/-- For `n ≥ 1` Gaussians with exponents `a exp(x j h)`, one fixed nonzero set of coefficients gives
a combination of squared norm at most `C h^(2n-2)`, with one constant `C` for all `a > 0` and
`0 < h ≤ 1`. -/
theorem near_linear_dependence {n : ℕ} (hn : 1 ≤ n) (x : Fin n → ℝ) :
    ∃ c : Fin n → ℝ, c ≠ 0 ∧ ∃ C : ℝ, ∀ a h : ℝ, 0 < a → 0 < h → h ≤ 1 →
      ∫ r, (∑ j, c j * sGaussian (a * Real.exp (x j * h)) r) ^ 2 ≤ C * h ^ (2 * n - 2) := by
  obtain ⟨m, rfl⟩ : ∃ m, n = m + 1 := ⟨n - 1, by omega⟩
  obtain ⟨c, hc, hmom⟩ := exists_vanishing_moments m x
  have hg : ContDiff ℝ ∞ (fun t : ℝ => Real.cosh (t / 2) ^ (-(3 / 2) : ℝ)) :=
    ContDiff.rpow_const_of_ne (Real.contDiff_cosh.comp (contDiff_id.div_const 2))
      fun t => (Real.cosh_pos _).ne'
  obtain ⟨C, hC⟩ := kernel_form_bound hg x c hmom
  refine ⟨c, hc, C, fun a h ha h0 h1 => ?_⟩
  rw [normSq_combination ha (fun j => x j * h) c, show 2 * (m + 1) - 2 = 2 * m by omega]
  refine (le_of_eq ?_).trans (hC h h0 h1)
  simp only [dotProduct, Matrix.mulVec, Finset.mul_sum]
  refine Finset.sum_congr rfl fun i _ => Finset.sum_congr rfl fun j _ => ?_
  rw [overlapMatrix, Matrix.of_apply, overlap_eq_cosh ha, ← sub_mul]
  ring
```

### (j) The eigenvalue bound

Show that, for a constant $C'$ independent of $a$ and $h$, some eigenvalue of $S$ satisfies
$$\lambda_i\le C'h^{2n-2}.$$

The vector $c$ in (i) need not have unit length, so (h) gives $C'=C/(c\cdot c)$. The smallest eigenvalue obeys the same bound.

```lean
/-- For `n ≥ 1` Gaussians with exponents `a exp(x j h)` there is a constant `C`, the same for all
`a > 0` and `0 < h ≤ 1`, such that the overlap matrix has an eigenvalue at most `C h^(2n-2)`. -/
theorem smallest_eigenvalue_bound {n : ℕ} (hn : 1 ≤ n) (x : Fin n → ℝ) :
    ∃ C : ℝ, ∀ a h : ℝ, 0 < a → 0 < h → h ≤ 1 →
      ∃ i, (overlapMatrix_isHermitian fun j => a * Real.exp (x j * h)).eigenvalues i
        ≤ C * h ^ (2 * n - 2) := by
  obtain ⟨c, hc, C, hC⟩ := near_linear_dependence hn x
  have hpos : 0 < c ⬝ᵥ c :=
    lt_of_le_of_ne (Finset.sum_nonneg fun i _ => mul_self_nonneg (c i))
      fun h => hc (dotProduct_self_eq_zero.1 h.symm)
  refine ⟨C / (c ⬝ᵥ c), fun a h ha h0 h1 => ?_⟩
  obtain ⟨i, hi⟩ :=
    exists_eigenvalue_le (overlapMatrix_isHermitian fun j => a * Real.exp (x j * h)) hc
  refine ⟨i, ?_⟩
  rw [div_mul_eq_mul_div, le_div_iff₀ hpos]
  refine hi.trans ?_
  rw [← normSq_combination ha (fun j => x j * h) c]
  exact hC a h ha h0 h1
```

### (k) Even-tempered exponents

Show that the bound in (j) holds for
$$\alpha_j=ae^{jh},\quad j=0,\dots,n-1.$$

Put $x_j=j$. The ratio of neighbouring exponents is $e^h$, so $h\le1$ means a ratio of at most $e\approx2.72$.

```lean
/-- Even-tempered case: for `n ≥ 1` exponents `a exp(j h)`, `j = 0, ..., n-1`, the overlap matrix
has an eigenvalue at most `C h^(2n-2)`, with one `C` for all `a > 0` and `0 < h ≤ 1`. -/
theorem evenTempered_eigenvalue_bound {n : ℕ} (hn : 1 ≤ n) :
    ∃ C : ℝ, ∀ a h : ℝ, 0 < a → 0 < h → h ≤ 1 →
      ∃ i, (overlapMatrix_isHermitian fun j : Fin n =>
        a * Real.exp (((j : ℕ) : ℝ) * h)).eigenvalues i ≤ C * h ^ (2 * n - 2) :=
  smallest_eigenvalue_bound hn fun j => ((j : ℕ) : ℝ)

end

end DenseGaussianExponents
```

```lean
#print axioms DenseGaussianExponents.near_linear_dependence
#print axioms DenseGaussianExponents.evenTempered_eigenvalue_bound
```

```
'DenseGaussianExponents.near_linear_dependence' depends on axioms: [propext, Classical.choice, Quot.sound]
'DenseGaussianExponents.evenTempered_eigenvalue_bound' depends on axioms: [propext, Classical.choice, Quot.sound]
```

### Two exponents in numbers

For $n=2$ the eigenvalues are $1\pm S_{01}$. Exponents $a$ and $2a$ ($h=\ln2$) give $S_{01}\approx0.915$ and a smallest eigenvalue of about $0.085$. Exponents $a$ and $\sqrt2\,a$ halve $h$ and give about $0.022$, close to the factor of four expected from $h^2$.

The constant depends on the pattern, and so on $n$. The theorem gives neither its value nor a lower bound on the eigenvalue, and for $n=1$ the power of $h$ is zero. By (c) the quadratic form of $S$ is a squared norm, so no eigenvalue is negative. For a fixed number $n\ge2$ of s functions on one centre, the bound therefore shows how exponent ratios approaching 1 bring the overlap matrix towards singularity, which makes orthogonalising the basis numerically delicate.
